# Zero-frequency limits of the Fresnel coefficients and Lifshitz logarithms for Drude and plasma metals

## Definitions and conventions

A flat interface separates vacuum from a local, isotropic, non-magnetic medium. Units have $c = 1$, so the imaginary frequency $u$ and the in-plane wave number $k$ are both inverse lengths, and all quantities are real numbers.

```lean
import Mathlib

open Filter Topology

namespace LifshitzZeroFrequency

noncomputable section
```

The field decays away from the interface with constant $q = \sqrt{k^2+u^2}$ in vacuum and $p = \sqrt{k^2+\varepsilon u^2}$ in a medium of permittivity $\varepsilon$.

```lean
/-- Normal decay constant in vacuum at imaginary frequency `u` and in-plane wave number `k`. -/
def qVac (k u : ℝ) : ℝ := Real.sqrt (k ^ 2 + u ^ 2)

/-- Normal decay constant in a medium of permittivity `ε`. -/
def pMed (k ε u : ℝ) : ℝ := Real.sqrt (k ^ 2 + ε * u ^ 2)
```

The reflection coefficients are taken as definitions, not derived from Maxwell's equations:
$$r_{TE} = \frac{q-p}{q+p}, \qquad r_{TM} = \frac{\varepsilon q - p}{\varepsilon q + p}.$$
With this sign convention $r_{TE}$ is negative when $p > q$.

```lean
/-- Fresnel reflection coefficient for TE polarisation at imaginary frequency. -/
def rTE (k ε u : ℝ) : ℝ := (qVac k u - pMed k ε u) / (qVac k u + pMed k ε u)

/-- Fresnel reflection coefficient for TM polarisation at imaginary frequency. -/
def rTM (k ε u : ℝ) : ℝ := (ε * qVac k u - pMed k ε u) / (ε * qVac k u + pMed k ε u)
```

With plasma frequency $\omega_p$ (`wp`) and a constant relaxation rate $\gamma$, the Drude permittivity is $\varepsilon(u) = 1 + \omega_p^2/(u(u+\gamma))$, and $\gamma = 0$ is the plasma model.

```lean
/-- Drude permittivity at imaginary frequency `u`; `γ = 0` is the plasma model. -/
def drude (wp γ u : ℝ) : ℝ := 1 + wp ^ 2 / (u * (u + γ))
```

For a real parameter $\Omega$, put $s = \sqrt{k^2+\Omega^2}$ and $r_0(k,\Omega) = (k-s)/(k+s)$, which is `staticTE k Ω`.

```lean
/-- The TE coefficient with `q = k` and `p = sqrt (k² + Ω²)`. -/
def staticTE (k Ω : ℝ) : ℝ :=
  (k - Real.sqrt (k ^ 2 + Ω ^ 2)) / (k + Real.sqrt (k ^ 2 + Ω ^ 2))
```

For two identical half-spaces at gap $a$, with reflection coefficient $r$ and vacuum decay constant $\kappa$, the Lifshitz logarithm is $L(r,\kappa,a) = \ln(1 - r^2 e^{-2\kappa a})$.

```lean
/-- The Lifshitz logarithm `ln (1 - r² exp (-2 κ a))` for two identical half-spaces with
reflection coefficient `r`, vacuum decay constant `κ` and gap `a`. -/
def modeLog (r κ a : ℝ) : ℝ := Real.log (1 - r ^ 2 * Real.exp (-2 * κ * a))
```

Every limit is `Tendsto` along `𝓝[>] 0`, meaning $u \to 0^+$ at fixed $k$. This filter avoids the point $u = 0$, where Lean's division by zero would make `drude` equal to $1$.

## The wave number: $k > 0$

Here $k$ is the length of the in-plane wave vector, and $k>0$ excludes normal incidence. By hand, continuity gives $q \to \sqrt{k^2} = k$. The proof gets continuity from `fun_prop`, evaluates the root with `Real.sqrt_sq hk.le`, and restricts to $u > 0$ with `mono_left`. That step needs only $k \ge 0$; strict positivity is what later keeps denominators nonzero.

```lean
/-- For `k > 0` the vacuum decay constant tends to `k` as `u → 0⁺`. -/
theorem qVac_tendsto {k : ℝ} (hk : 0 < k) :
    Tendsto (fun u => qVac k u) (𝓝[>] 0) (𝓝 k) := by
  have hc : Continuous (fun u : ℝ => Real.sqrt (k ^ 2 + u ^ 2)) := by fun_prop
  have h0 : Real.sqrt (k ^ 2 + (0 : ℝ) ^ 2) = k := by
    rw [show k ^ 2 + (0 : ℝ) ^ 2 = k ^ 2 by ring, Real.sqrt_sq hk.le]
  exact (hc.tendsto' 0 k h0).mono_left nhdsWithin_le_nhds
```

At $k = 0$ one has $q = u$ and $p = \sqrt{\varepsilon}\,u$, so $r_{TE} = (1-\sqrt\varepsilon)/(1+\sqrt\varepsilon)$, which goes to $-1$ for any metal with $\varepsilon \to +\infty$. This case, like every removal of a hypothesis that carries no theorem name, is paper algebra and not a Lean theorem.

## The medium: $\varepsilon(u)\,u^2 \to \Omega^2$

The permittivity is now an arbitrary function `ε : ℝ → ℝ`. The hypothesis `h` says that $\varepsilon u^2$ has a finite, non-negative limit $\Omega^2$; for $\Omega \ne 0$ a static magnetic field is screened, decaying faster in the medium than in vacuum. By hand, $p \to s$, and since $k + s > 0$,
$$r_{TE} \to \frac{k-s}{k+s} = r_0(k,\Omega).$$
In the proof `hp` is $p \to s$, `hne` is the nonzero denominator (from $k>0$), and the last line is the quotient rule for limits.

```lean
/-- For `k > 0`: if `ε(u) u² → Ω²` as `u → 0⁺`, the TE coefficient tends to `staticTE k Ω`. -/
theorem rTE_tendsto {k Ω : ℝ} {ε : ℝ → ℝ} (hk : 0 < k)
    (h : Tendsto (fun u => ε u * u ^ 2) (𝓝[>] 0) (𝓝 (Ω ^ 2))) :
    Tendsto (fun u => rTE k (ε u) u) (𝓝[>] 0) (𝓝 (staticTE k Ω)) := by
  have hq := qVac_tendsto hk
  have hp : Tendsto (fun u => pMed k (ε u) u) (𝓝[>] 0) (𝓝 (Real.sqrt (k ^ 2 + Ω ^ 2))) :=
    (h.const_add (k ^ 2)).sqrt
  have hne : k + Real.sqrt (k ^ 2 + Ω ^ 2) ≠ 0 := by positivity
  exact (hq.sub hp).div (hq.add hp) hne
```

If instead $\varepsilon u^2$ grew without bound, $q/p$ would vanish and $r_{TE}$ would approach $-1$.

## A conductor: $\varepsilon(u) \to +\infty$

A permittivity that diverges at zero frequency describes free carriers. By hand, divide by $\varepsilon$:
$$r_{TM} = \frac{q - p/\varepsilon}{q + p/\varepsilon} \to \frac{k - 0}{k + 0} = 1,$$
because $p$ has the finite limit $s$. The proof uses `hε` twice: in `hz` for $p/\varepsilon \to 0$, and in `eventually_gt_atTop 0` to have $\varepsilon > 0$ for small $u$, where the identity `key` justifies the division. The value $k/k = 1$ is `div_self hk.ne'`.

```lean
/-- If `ε(u) → +∞` while `ε(u) u² → Ω²` as `u → 0⁺`, the TM coefficient tends to one. -/
theorem rTM_tendsto {k Ω : ℝ} {ε : ℝ → ℝ} (hk : 0 < k)
    (h : Tendsto (fun u => ε u * u ^ 2) (𝓝[>] 0) (𝓝 (Ω ^ 2)))
    (hε : Tendsto ε (𝓝[>] 0) atTop) :
    Tendsto (fun u => rTM k (ε u) u) (𝓝[>] 0) (𝓝 1) := by
  have hq := qVac_tendsto hk
  have hp : Tendsto (fun u => pMed k (ε u) u) (𝓝[>] 0) (𝓝 (Real.sqrt (k ^ 2 + Ω ^ 2))) :=
    (h.const_add (k ^ 2)).sqrt
  -- p stays finite, so p / ε → 0
  have hz : Tendsto (fun u => pMed k (ε u) u / ε u) (𝓝[>] 0) (𝓝 0) := hp.div_atTop hε
  have hne : k + 0 ≠ 0 := by rw [add_zero]; exact hk.ne'
  have hl : Tendsto (fun u => (qVac k u - pMed k (ε u) u / ε u) /
      (qVac k u + pMed k (ε u) u / ε u)) (𝓝[>] 0) (𝓝 ((k - 0) / (k + 0))) :=
    (hq.sub hz).div (hq.add hz) hne
  rw [sub_zero, add_zero, div_self hk.ne'] at hl
  -- divide numerator and denominator of rTM by ε
  have key : ∀ e q p : ℝ, e ≠ 0 → (q - p / e) / (q + p / e) = (e * q - p) / (e * q + p) := by
    intro e q p he
    have h1 : e * q - p = e * (q - p / e) := by field_simp
    have h2 : e * q + p = e * (q + p / e) := by field_simp
    rw [h1, h2, mul_div_mul_left _ _ he]
  refine hl.congr' ?_
  filter_upwards [hε.eventually_gt_atTop 0] with u hu
  exact key _ _ _ hu.ne'
```

## Magnetic screening: $\Omega \neq 0$

For $\Omega \ne 0$ one has $s > k$ (`hlt`), so the numerator $k - s$ is negative over a positive denominator and $r_0 < 0$. The bound $r_0 > -1$ is equivalent to $-(k+s) < k - s$, that is $2k > 0$; `lt_div_iff₀` clears the denominator and `linarith` finishes.

```lean
/-- For `k > 0` and `Ω ≠ 0` the value `staticTE k Ω` lies strictly between `-1` and `0`. -/
theorem staticTE_bounds {k Ω : ℝ} (hk : 0 < k) (hΩ : Ω ≠ 0) :
    -1 < staticTE k Ω ∧ staticTE k Ω < 0 := by
  have h2 : 0 < Ω ^ 2 := by positivity
  have hlt : k < Real.sqrt (k ^ 2 + Ω ^ 2) := (Real.lt_sqrt hk.le).2 (by linarith)
  have hd : 0 < k + Real.sqrt (k ^ 2 + Ω ^ 2) := by linarith
  unfold staticTE
  constructor
  · rw [lt_div_iff₀ hd]
    linarith
  · exact div_neg_of_neg_of_pos (by linarith) hd
```

For $\Omega = 0$, $s = k$ and $r_0 = 0$, a value computed inside the dielectric and Drude proofs.

## Without the divergence: $\varepsilon \to \varepsilon_0 > 0$

A dielectric has a finite static permittivity $\varepsilon_0$. Then $\varepsilon u^2 \to \varepsilon_0 \cdot 0 = 0$, so $\Omega = 0$, $p \to k$, $r_{TE} \to 0$, and
$$r_{TM} \to \frac{\varepsilon_0 k - k}{\varepsilon_0 k + k} = \frac{\varepsilon_0 - 1}{\varepsilon_0 + 1}.$$
The theorem `dielectric_limits` states both limits. Positivity of $\varepsilon_0$ enters only in `hne` and `hne'`, the TM denominators, which would vanish at $\varepsilon_0 = -1$.

```lean
/-- For `k > 0` and a dielectric with `ε(u) → ε₀ > 0` as `u → 0⁺`, the TE coefficient tends to zero and
the TM coefficient to `(ε₀ - 1) / (ε₀ + 1)`. -/
theorem dielectric_limits {k ε₀ : ℝ} {ε : ℝ → ℝ} (hk : 0 < k) (h₀ : 0 < ε₀)
    (hε : Tendsto ε (𝓝[>] 0) (𝓝 ε₀)) :
    Tendsto (fun u => rTE k (ε u) u) (𝓝[>] 0) (𝓝 0) ∧
    Tendsto (fun u => rTM k (ε u) u) (𝓝[>] 0) (𝓝 ((ε₀ - 1) / (ε₀ + 1))) := by
  have hu : Tendsto (fun u : ℝ => u) (𝓝[>] 0) (𝓝 0) := tendsto_id.mono_left nhdsWithin_le_nhds
  have h : Tendsto (fun u => ε u * u ^ 2) (𝓝[>] 0) (𝓝 (ε₀ * 0 ^ 2)) := hε.mul (hu.pow 2)
  rw [show ε₀ * (0 : ℝ) ^ 2 = 0 ^ 2 by ring] at h
  have h0 : Real.sqrt (k ^ 2 + (0 : ℝ) ^ 2) = k := by
    rw [show k ^ 2 + (0 : ℝ) ^ 2 = k ^ 2 by ring, Real.sqrt_sq hk.le]
  constructor
  · have hs := rTE_tendsto hk h
    rwa [staticTE, h0, sub_self, zero_div] at hs
  · have hq := hε.mul (qVac_tendsto hk)
    have hp : Tendsto (fun u => pMed k (ε u) u) (𝓝[>] 0)
        (𝓝 (Real.sqrt (k ^ 2 + (0 : ℝ) ^ 2))) := (h.const_add (k ^ 2)).sqrt
    rw [h0] at hp
    have hne : ε₀ * k + k ≠ 0 := by positivity
    have hne' : ε₀ + 1 ≠ 0 := by positivity
    have e : (ε₀ - 1) / (ε₀ + 1) = (ε₀ * k - k) / (ε₀ * k + k) := by
      rw [div_eq_div_iff hne' hne]; ring
    rw [e]
    exact (hq.sub hp).div (hq.add hp) hne
```

## Carriers and damping: $\omega_p > 0$, $\gamma \ge 0$

These say that carriers are present and that the medium has no gain. By hand, for $u > 0$ and $\gamma \ge 0$ the product $u(u+\gamma)$ is positive and tends to $0$, so its inverse tends to $+\infty$, and multiplying by $\omega_p^2 > 0$ and adding $1$ preserves that. In the proof `h1` is the approach to $0$ from above (using `hγ`), `h2` the inverse, and `h3` the scaling (using `hw2`).

```lean
/-- For `wp > 0` and `γ ≥ 0` the Drude permittivity diverges to `+∞` as `u → 0⁺`. -/
theorem drude_tendsto_atTop {wp γ : ℝ} (hw : 0 < wp) (hγ : 0 ≤ γ) :
    Tendsto (drude wp γ) (𝓝[>] 0) atTop := by
  have hu : Tendsto (fun u : ℝ => u) (𝓝[>] 0) (𝓝 0) := tendsto_id.mono_left nhdsWithin_le_nhds
  have h1 : Tendsto (fun u : ℝ => u * (u + γ)) (𝓝[>] 0) (𝓝[>] 0) := by
    refine tendsto_nhdsWithin_iff.2 ⟨?_, ?_⟩
    · have h := hu.mul (hu.add_const γ)
      rwa [zero_mul] at h
    · filter_upwards [self_mem_nhdsWithin] with u hu'
      have hpos : 0 < u := hu'
      exact mul_pos hpos (by linarith)
  have h2 : Tendsto (fun u : ℝ => (u * (u + γ))⁻¹) (𝓝[>] 0) atTop :=
    tendsto_inv_nhdsGT_zero.comp h1
  have hw2 : 0 < wp ^ 2 := by positivity
  have h3 := tendsto_atTop_add_const_left _ (1 : ℝ) (h2.const_mul_atTop hw2)
  refine h3.congr fun u => ?_
  simp only [drude, div_eq_mul_inv]
```

For $\omega_p = 0$ the medium is vacuum and both coefficients vanish. For $\gamma < 0$ the product is negative at small $u$ and $\varepsilon$ runs to $-\infty$.

## Dissipation: $\gamma > 0$ against $\gamma = 0$

For $u > 0$,
$$\varepsilon u^2 = u^2 + \omega_p^2\,\frac{u}{u+\gamma}.$$
If $\gamma > 0$, the fraction tends to $0/\gamma = 0$, so $\Omega = 0$, $r_{TE} \to 0$ and $r_{TM} \to 1$. In `drude_limits` strict positivity is `hne`, `h1` is the limit of the right side, and `field_simp` identifies it with $\varepsilon u^2$ for $u > 0$. The hypothesis `hw` serves only the TM half.

```lean
/-- Drude metal with `wp > 0` and `γ > 0`, at `k > 0`: as `u → 0⁺` the TE coefficient tends to zero and the TM
coefficient to one. -/
theorem drude_limits {k wp γ : ℝ} (hk : 0 < k) (hw : 0 < wp) (hγ : 0 < γ) :
    Tendsto (fun u => rTE k (drude wp γ u) u) (𝓝[>] 0) (𝓝 0) ∧
    Tendsto (fun u => rTM k (drude wp γ u) u) (𝓝[>] 0) (𝓝 1) := by
  have hu : Tendsto (fun u : ℝ => u) (𝓝[>] 0) (𝓝 0) := tendsto_id.mono_left nhdsWithin_le_nhds
  have hne : (0 : ℝ) + γ ≠ 0 := by rw [zero_add]; exact hγ.ne'
  -- ε u² = u² + wp² u / (u + γ) → 0
  have h1 : Tendsto (fun u : ℝ => u ^ 2 + wp ^ 2 * (u / (u + γ))) (𝓝[>] 0)
      (𝓝 (0 ^ 2 + wp ^ 2 * (0 / (0 + γ)))) :=
    (hu.pow 2).add ((hu.div (hu.add_const γ) hne).const_mul (wp ^ 2))
  rw [zero_div, mul_zero, add_zero] at h1
  have h : Tendsto (fun u => drude wp γ u * u ^ 2) (𝓝[>] 0) (𝓝 (0 ^ 2)) := by
    refine h1.congr' ?_
    filter_upwards [self_mem_nhdsWithin] with u hu'
    have hpos : 0 < u := hu'
    have h2 : u ≠ 0 := hpos.ne'
    have h3 : u + γ ≠ 0 := by positivity
    simp only [drude]
    field_simp
  have h0 : Real.sqrt (k ^ 2 + (0 : ℝ) ^ 2) = k := by
    rw [show k ^ 2 + (0 : ℝ) ^ 2 = k ^ 2 by ring, Real.sqrt_sq hk.le]
  refine ⟨?_, rTM_tendsto hk h (drude_tendsto_atTop hw hγ.le)⟩
  have hs := rTE_tendsto hk h
  rwa [staticTE, h0, sub_self, zero_div] at hs
```

If $\gamma = 0$, the fraction equals $1$, so $\varepsilon u^2 = u^2 + \omega_p^2 \to \omega_p^2$ and $\Omega = \omega_p$. The theorem `plasma_limits` states that $r_{TE} \to r_0(k,\omega_p)$, that this value is strictly negative, and that $r_{TM} \to 1$. The TE limit is thus $0$ for every $\gamma > 0$, however small, and negative at $\gamma = 0$.

```lean
/-- Plasma model (`γ = 0`) with `wp > 0`, at `k > 0`: as `u → 0⁺` the TE coefficient tends to `staticTE k wp`, which is
strictly negative, and the TM coefficient tends to one. -/
theorem plasma_limits {k wp : ℝ} (hk : 0 < k) (hw : 0 < wp) :
    Tendsto (fun u => rTE k (drude wp 0 u) u) (𝓝[>] 0) (𝓝 (staticTE k wp)) ∧
    staticTE k wp < 0 ∧
    Tendsto (fun u => rTM k (drude wp 0 u) u) (𝓝[>] 0) (𝓝 1) := by
  have hu : Tendsto (fun u : ℝ => u) (𝓝[>] 0) (𝓝 0) := tendsto_id.mono_left nhdsWithin_le_nhds
  -- ε u² = u² + wp² → wp²
  have h1 := (hu.pow 2).add_const (wp ^ 2)
  rw [show (0 : ℝ) ^ 2 + wp ^ 2 = wp ^ 2 by ring] at h1
  have h : Tendsto (fun u => drude wp 0 u * u ^ 2) (𝓝[>] 0) (𝓝 (wp ^ 2)) := by
    refine h1.congr' ?_
    filter_upwards [self_mem_nhdsWithin] with u hu'
    have hpos : 0 < u := hu'
    have h2 : u ≠ 0 := hpos.ne'
    simp only [drude, add_zero]
    field_simp
  exact ⟨rTE_tendsto hk h, (staticTE_bounds hk hw.ne').2,
    rTM_tendsto hk h (drude_tendsto_atTop hw le_rfl)⟩
```

## The gap: $a > 0$, and a limit $\rho$ with $\rho^2 \le 1$

Let $r(u) \to \rho$ (Lean's `r₀`, an arbitrary real here). The bound $\rho^2 \le 1$ says that reflection does not amplify, and $a > 0$ that the bodies do not touch. By hand, $e^{-2ka} < 1$ because $ka > 0$, so $1 - \rho^2 e^{-2ka} > 0$, the logarithm is continuous there, and $L(r(u), q, a) \to L(\rho, k, a)$. These steps are `hlt`, `hpos` and the final `.log hpos.ne'`.

```lean
/-- For `k > 0`: if the reflection coefficient tends to `r₀` with `r₀² ≤ 1` as `u → 0⁺`, the Lifshitz
logarithm at gap `a > 0` tends to `ln (1 - r₀² exp (-2 k a))`. -/
theorem modeLog_tendsto {k a r₀ : ℝ} {r : ℝ → ℝ} (hk : 0 < k) (ha : 0 < a) (h1 : r₀ ^ 2 ≤ 1)
    (hr : Tendsto r (𝓝[>] 0) (𝓝 r₀)) :
    Tendsto (fun u => modeLog (r u) (qVac k u) a) (𝓝[>] 0) (𝓝 (modeLog r₀ k a)) := by
  have he : Tendsto (fun u => Real.exp (-2 * qVac k u * a)) (𝓝[>] 0)
      (𝓝 (Real.exp (-2 * k * a))) :=
    (Real.continuous_exp.tendsto _).comp (((qVac_tendsto hk).const_mul (-2)).mul_const a)
  have hlt : Real.exp (-2 * k * a) < Real.exp 0 :=
    Real.exp_lt_exp.2 (by nlinarith [mul_pos hk ha])
  rw [Real.exp_zero] at hlt
  have hpos : 0 < 1 - r₀ ^ 2 * Real.exp (-2 * k * a) := by
    nlinarith [mul_nonneg (sub_nonneg.2 h1) (Real.exp_pos (-2 * k * a)).le]
  exact (((hr.pow 2).mul he).const_sub 1).log hpos.ne'
```

At $a = 0$ and $\rho = 1$, or at $\rho^2 = e^{2ka}$, the argument tends to $0$, where the logarithm is singular.

## The combined statement

For $k, \omega_p, \gamma, a > 0$, `lifshitz_zero_frequency` states five facts as $u \to 0^+$. The Drude TE logarithm tends to $0$. The plasma TE logarithm tends to $L(r_0(k,\omega_p), k, a)$. That value is strictly negative. The TM logarithm tends to $L(1,k,a) = \ln(1 - e^{-2ka})$ for Drude, and likewise for plasma.

The proof applies `modeLog_tendsto` with $\rho = 0$, $r_0$ and $1$. From $-1 < r_0 < 0$ come `hsq` ($r_0^2 \le 1$) and `hsq0` ($r_0^2 > 0$), which place $1 - r_0^2 e^{-2ka}$ strictly between $0$ and $1$, as `Real.log_neg` requires.

```lean
/-- For the Drude permittivity with `wp > 0`, as `u → 0⁺` at `k > 0` and gap `a > 0`, the TE Lifshitz logarithm tends to zero for `γ > 0` and to a
strictly negative value for `γ = 0`; the TM one tends to `modeLog 1 k a` in both cases. -/
theorem lifshitz_zero_frequency {k wp γ a : ℝ} (hk : 0 < k) (hw : 0 < wp) (hγ : 0 < γ)
    (ha : 0 < a) :
    Tendsto (fun u => modeLog (rTE k (drude wp γ u) u) (qVac k u) a) (𝓝[>] 0) (𝓝 0) ∧
    Tendsto (fun u => modeLog (rTE k (drude wp 0 u) u) (qVac k u) a) (𝓝[>] 0)
      (𝓝 (modeLog (staticTE k wp) k a)) ∧
    modeLog (staticTE k wp) k a < 0 ∧
    Tendsto (fun u => modeLog (rTM k (drude wp γ u) u) (qVac k u) a) (𝓝[>] 0)
      (𝓝 (modeLog 1 k a)) ∧
    Tendsto (fun u => modeLog (rTM k (drude wp 0 u) u) (qVac k u) a) (𝓝[>] 0)
      (𝓝 (modeLog 1 k a)) := by
  obtain ⟨d1, d2⟩ := drude_limits hk hw hγ
  obtain ⟨p1, p2, p3⟩ := plasma_limits hk hw
  have p4 := (staticTE_bounds hk hw.ne').1
  have hsq : staticTE k wp ^ 2 ≤ 1 := by nlinarith
  have hsq0 : 0 < staticTE k wp ^ 2 := by nlinarith [mul_pos_of_neg_of_neg p2 p2]
  refine ⟨?_, modeLog_tendsto hk ha hsq p1, ?_, modeLog_tendsto hk ha (by norm_num) d2,
    modeLog_tendsto hk ha (by norm_num) p3⟩
  · have h := modeLog_tendsto hk ha (by norm_num : (0 : ℝ) ^ 2 ≤ 1) d1
    have e : modeLog 0 k a = 0 := by simp [modeLog]
    rwa [e] at h
  · have he := Real.exp_pos (-2 * k * a)
    have hlt : Real.exp (-2 * k * a) < Real.exp 0 :=
      Real.exp_lt_exp.2 (by nlinarith [mul_pos hk ha])
    rw [Real.exp_zero] at hlt
    unfold modeLog
    refine Real.log_neg ?_ ?_
    · nlinarith [mul_nonneg (sub_nonneg.2 hsq) he.le]
    · linarith [mul_pos hsq0 he]

end

end LifshitzZeroFrequency
```

```lean
#print axioms LifshitzZeroFrequency.dielectric_limits
#print axioms LifshitzZeroFrequency.lifshitz_zero_frequency
```

```
'LifshitzZeroFrequency.dielectric_limits' depends on axioms: [propext, Classical.choice, Quot.sound]
'LifshitzZeroFrequency.lifshitz_zero_frequency' depends on axioms: [propext, Classical.choice, Quot.sound]
```

In the finite-temperature Casimir free energy these limits of the logarithm are, up to a constant prefactor and the weight $k$ of the measure $k\,dk$, the integrand of the zero-frequency Matsubara term, so for identical, local, non-magnetic half-spaces with constant $\gamma$ the two models differ there in the TE channel and agree in the TM channel at each fixed $k > 0$. The theorems are pointwise in $k$: the integral over $k$, the Matsubara sum, the force, and the question of which model suits a real metal are not treated.
